# Cubic Fourier decay for piecewise C³ functions matched in value and slope, with zero slope at both ends

Join two parabolas at R = π/2:

f(x) = x² for 0 ≤ x ≤ π/2
f(x) = π²/2 − (π − x)² for π/2 ≤ x ≤ π

At π/2 both pieces have value π²/4 and slope π, and the slope vanishes at 0 and π. The second derivative is 2 on the left and −2 on the right, so it jumps by J = −4. Integrate by parts for a whole number n ≥ 1. The boundary terms vanish, because sin(nx) is zero at both ends and so is f':

n ∫ f cos(nx) dx = −∫ f' sin(nx) dx
n ∫ f' sin(nx) dx = ∫ f'' cos(nx) dx
n ∫ f'' cos(nx) dx = 2 sin(nπ/2) + 2 sin(nπ/2) = 4 sin(nπ/2)

All integrals run over [0,π]. Together the three lines give

n³ ∫ f cos(nx) dx = −4 sin(nπ/2) = J sin(nR)

For n = 1, 2, 3 the integrals are −4, 0 and 4/27. The normalised cosine coefficients, 2/π times these, are about −2.546, 0 and 0.0943. For general pieces a third derivative remains, and the formula holds up to a term that tends to zero.

An LAPW basis function is likewise joined in value and slope at a sphere boundary, for each angular momentum up to the cutoff of its expansion inside the sphere. In this one-dimensional model with a single interface, the theorems show how the remaining jump in curvature limits the Fourier decay.

## The matched function and its jump

```lean
import Mathlib

open Set Filter Topology MeasureTheory Real

namespace LAPWFourierDecay

noncomputable section

/-- A function on `[0, π]` that is three times continuously differentiable up to the endpoints
on the two regions `[0, R]` and `[R, π]`, is joined at `R` in value and slope, and has
zero slope at `0` and `π`. -/
structure SlopeMatched (f : ℝ → ℝ) (R : ℝ) : Prop where
  pos : 0 < R
  lt_pi : R < π
  diff : DifferentiableOn ℝ f (Icc 0 π)
  inner : ContDiffOn ℝ 3 f (Icc 0 R)
  outer : ContDiffOn ℝ 3 f (Icc R π)
  slope_zero : derivWithin f (Icc 0 π) 0 = 0
  slope_pi : derivWithin f (Icc 0 π) π = 0
```

`SlopeMatched f R` is a proposition that bundles seven conditions on a real function f and a point R. `Icc a b` is the closed interval [a,b]. `ContDiffOn ℝ 3` on each region means C³ up to the endpoints, and `derivWithin` is the derivative taken inside the given set, hence one-sided at an endpoint.

The value matches at R because both regions share the number f(R) and f is continuous on each. The slope matches because `diff` requires f to be differentiable across the whole interval. The conditions `slope_zero` and `slope_pi` make the even periodic extension of f free of kinks at 0 and π. If either end slope were nonzero, a boundary term would leave decay of order 1/n² only.

```lean
/-- The cosine Fourier integral of `f` over `[0, π]` with wave number `n`. -/
def cosCoeff (f : ℝ → ℝ) (n : ℕ) : ℝ := ∫ x in (0 : ℝ)..π, f x * cos (n * x)
```

This is the plain integral, without the factor 2/π:

cosCoeff f n = ∫₀^π f(x) cos(nx) dx

```lean
/-- The jump of the second derivative at `R`: its value from the region `[R, π]` minus its
value from the region `[0, R]`. -/
def curvatureJump (f : ℝ → ℝ) (R : ℝ) : ℝ :=
  iteratedDerivWithin 2 f (Icc R π) R - iteratedDerivWithin 2 f (Icc 0 R) R
```

This is J = f''(R+) − f''(R−), with each second derivative taken within its own region. J may be zero.

## Three integrations by parts

```lean
/-- The boundary expression `k² f sin(kx) + k f' cos(kx) - f'' sin(kx)`, with derivatives
taken within the region `s`. -/
def boundaryTerm (f : ℝ → ℝ) (s : Set ℝ) (k x : ℝ) : ℝ :=
  k ^ 2 * f x * sin (k * x) + k * derivWithin f s x * cos (k * x)
    - iteratedDerivWithin 2 f s x * sin (k * x)
```

Write B(x) for this expression:

B = k² f sin(kx) + k f' cos(kx) − f'' sin(kx)

It collects the boundary terms of three integrations by parts.

```lean
/-- Three integrations by parts on one region: for `f` three times continuously differentiable
on `[a, b]`, `k³ ∫ f cos(kx)` is a boundary contribution plus `∫ f''' sin(kx)`. -/
theorem region_by_parts {f : ℝ → ℝ} {a b : ℝ} (hab : a < b)
    (hf : ContDiffOn ℝ 3 f (Icc a b)) (k : ℝ) :
    k ^ 3 * ∫ x in a..b, f x * cos (k * x) =
      boundaryTerm f (Icc a b) k b - boundaryTerm f (Icc a b) k a
        + ∫ x in a..b, iteratedDerivWithin 3 f (Icc a b) x * sin (k * x) := by
  have hu := uniqueDiffOn_Icc hab
  have hc : ∀ m : ℕ, m ≤ 3 → ContinuousOn (iteratedDerivWithin m f (Icc a b)) (Icc a b) :=
    fun m hm => hf.continuousOn_iteratedDerivWithin (by exact_mod_cast hm) hu
  have hd : ∀ m : ℕ, m < 3 → ∀ x ∈ Ioo a b, HasDerivAt (iteratedDerivWithin m f (Icc a b))
      (iteratedDerivWithin (m + 1) f (Icc a b) x) x := by
    intro m hm x hx
    rw [iteratedDerivWithin_succ]
    exact ((hf.differentiableOn_iteratedDerivWithin (by exact_mod_cast hm) hu) x
      (Ioo_subset_Icc_self hx)).hasDerivWithinAt.hasDerivAt (Icc_mem_nhds hx.1 hx.2)
  have h0 : iteratedDerivWithin 0 f (Icc a b) = f := by
    ext x
    simp [iteratedDerivWithin_zero]
  have h1 : iteratedDerivWithin 1 f (Icc a b) = derivWithin f (Icc a b) := by
    ext x
    simp [iteratedDerivWithin_one]
  have c0 : ContinuousOn f (Icc a b) := hf.continuousOn
  have c1 : ContinuousOn (derivWithin f (Icc a b)) (Icc a b) := by
    have h := hc 1 (by norm_num)
    rw [h1] at h
    exact h
  have c2 := hc 2 (by norm_num)
  have c3 := hc 3 le_rfl
  have cs : ContinuousOn (fun x : ℝ => sin (k * x)) (Icc a b) := by fun_prop
  have cc : ContinuousOn (fun x : ℝ => cos (k * x)) (Icc a b) := by fun_prop
  have hcont : ContinuousOn (boundaryTerm f (Icc a b) k) (Icc a b) :=
    (((continuousOn_const.mul c0).mul cs).add ((continuousOn_const.mul c1).mul cc)).sub
      (c2.mul cs)
  -- the boundary expression is an antiderivative of the difference of the two integrands
  have hder : ∀ x ∈ Ioo a b, HasDerivAt (boundaryTerm f (Icc a b) k)
      (k ^ 3 * (f x * cos (k * x)) - iteratedDerivWithin 3 f (Icc a b) x * sin (k * x)) x := by
    intro x hx
    have f0 := hd 0 (by norm_num) x hx
    rw [h0, zero_add, h1] at f0
    have f1 := hd 1 (by norm_num) x hx
    rw [h1] at f1
    have f2 := hd 2 (by norm_num) x hx
    have hk : HasDerivAt (fun y : ℝ => k * y) k x := by
      simpa using (hasDerivAt_id x).const_mul k
    have h := (((f0.const_mul (k ^ 2)).fun_mul hk.sin).fun_add
      ((f1.const_mul k).fun_mul hk.cos)).fun_sub (f2.fun_mul hk.sin)
    exact h.congr_deriv (by norm_num; ring)
  have i1 : IntervalIntegrable (fun x => k ^ 3 * (f x * cos (k * x))) volume a b :=
    (continuousOn_const.mul (c0.mul cc)).intervalIntegrable_of_Icc hab.le
  have i2 : IntervalIntegrable
      (fun x => iteratedDerivWithin 3 f (Icc a b) x * sin (k * x)) volume a b :=
    (c3.mul cs).intervalIntegrable_of_Icc hab.le
  have ftc := intervalIntegral.integral_eq_sub_of_hasDerivAt_of_le hab.le hcont hder (i1.sub i2)
  rw [intervalIntegral.integral_sub i1 i2, intervalIntegral.integral_const_mul] at ftc
  linarith
```

The theorem says that on a region [a,b] with a < b, for every real k,

k³ ∫ f cos(kx) dx = B(b) − B(a) + ∫ f''' sin(kx) dx

By hand, differentiate B with the product rule:

B' = k² f' sin(kx) + k³ f cos(kx) + k f'' cos(kx) − k² f' sin(kx) − f''' sin(kx) − k f'' cos(kx)
B' = k³ f cos(kx) − f''' sin(kx)

Integrating from a to b gives the claim. Nothing is divided by k, so k = 0 is allowed.

In the proof, `hder` is this product-rule computation at interior points and `hcont` is the continuity of B up to the endpoints. The fundamental theorem of calculus then gives `ftc`, and `linarith` rearranges it.

## The remainder tends to zero

```lean
/-- Riemann–Lebesgue lemma on an interval: the sine integrals of a function continuous on
`[a, b]` tend to zero as the wave number grows. -/
theorem sine_integral_tendsto_zero {g : ℝ → ℝ} {a b : ℝ} (hab : a ≤ b)
    (hg : ContinuousOn g (Icc a b)) :
    Tendsto (fun n : ℕ => ∫ x in a..b, g x * sin (n * x)) atTop (𝓝 0) := by
  have hw : Tendsto (fun n : ℕ => (n : ℝ) / (2 * π)) atTop (cocompact ℝ) :=
    (tendsto_natCast_atTop_atTop.atTop_div_const (by positivity)).mono_right atTop_le_cocompact
  have h := (Real.tendsto_integral_exp_smul_cocompact
    ((Ioc a b).indicator (fun y => (g y : ℂ)))).comp hw
  have h2 := ((Complex.continuous_im.tendsto 0).comp h).neg
  simp only [Complex.zero_im, neg_zero] at h2
  refine h2.congr fun n => ?_
  simp only [Function.comp_apply]
  -- the Fourier integrand is `g` times a complex exponential, restricted to the interval
  have e : (fun v : ℝ => Real.fourierChar (-(v * ((n : ℝ) / (2 * π)))) •
      (Ioc a b).indicator (fun y => (g y : ℂ)) v) =
      (Ioc a b).indicator
        (fun v => Complex.exp (((-(n * v) : ℝ) : ℂ) * Complex.I) * (g v : ℂ)) := by
    funext v
    by_cases hv : v ∈ Ioc a b
    · have hp : 2 * π * (-(v * ((n : ℝ) / (2 * π)))) = -(n * v) := by field_simp
      rw [indicator_of_mem hv, indicator_of_mem hv, Circle.smul_def,
        Real.fourierChar_apply, smul_eq_mul, hp]
    · rw [indicator_of_notMem hv, indicator_of_notMem hv, smul_zero]
  rw [e, integral_indicator measurableSet_Ioc, intervalIntegral.integral_of_le hab]
  have hint : IntegrableOn
      (fun v : ℝ => Complex.exp (((-(n * v) : ℝ) : ℂ) * Complex.I) * (g v : ℂ)) (Ioc a b) := by
    refine (ContinuousOn.integrableOn_Icc ?_).mono_set Ioc_subset_Icc_self
    exact (Continuous.continuousOn (by fun_prop)).mul
      (Complex.continuous_ofReal.comp_continuousOn hg)
  have him := Complex.imCLM.integral_comp_comm hint
  simp only [Complex.imCLM_apply] at him
  rw [← him, ← MeasureTheory.integral_neg]
  refine setIntegral_congr_fun measurableSet_Ioc fun v _ => ?_
  simp only [Complex.im_mul_ofReal, Complex.exp_ofReal_mul_I_im, Real.sin_neg]
  ring
```

`Tendsto … atTop (𝓝 0)` reads "tends to 0 as n → ∞". The statement is the Riemann–Lebesgue lemma for a continuous g:

∫ₐᵇ g(x) sin(nx) dx → 0

By hand, approximate g on [a,b] within ε by a step function. A step of height c contributes at most 2|c|/n in absolute value, so the finitely many steps together tend to zero. The approximation error contributes at most ε(b − a), and ε is arbitrary.

The Lean proof takes the lemma from Mathlib, where it is stated for Fourier integrals over the whole line with kernel exp(−2πi x w). Setting w = n/(2π) turns the kernel into exp(−inx), and `indicator` sets g to zero outside the interval. The imaginary part is then −∫ g sin(nx) dx, and a change of sign finishes the argument.

```lean
/-- For a slope-matched function with second-derivative jump `J` at `R`, `n³` times the cosine
integral minus `J sin(nR)` equals the sum of the sine integrals of the third derivative over the two
regions. -/
theorem remainder_formula {f : ℝ → ℝ} {R : ℝ} (h : SlopeMatched f R) (n : ℕ) :
    (n : ℝ) ^ 3 * cosCoeff f n - curvatureJump f R * sin (n * R) =
      (∫ x in (0 : ℝ)..R, iteratedDerivWithin 3 f (Icc 0 R) x * sin (n * x))
        + ∫ x in R..π, iteratedDerivWithin 3 f (Icc R π) x * sin (n * x) := by
  have hR := h.pos
  have hπ := h.lt_pi
  have inn : ∀ x ∈ Icc 0 R, derivWithin f (Icc 0 R) x = derivWithin f (Icc 0 π) x :=
    fun x hx => derivWithin_subset (Icc_subset_Icc_right hπ.le) (uniqueDiffOn_Icc hR x hx)
      (h.diff x ⟨hx.1, hx.2.trans hπ.le⟩)
  have out : ∀ x ∈ Icc R π, derivWithin f (Icc R π) x = derivWithin f (Icc 0 π) x :=
    fun x hx => derivWithin_subset (Icc_subset_Icc_left hR.le) (uniqueDiffOn_Icc hπ x hx)
      (h.diff x ⟨hR.le.trans hx.1, hx.2⟩)
  have s1 := (inn 0 ⟨le_rfl, hR.le⟩).trans h.slope_zero
  have s2 := inn R ⟨hR.le, le_rfl⟩
  have s3 := out R ⟨le_rfl, hπ.le⟩
  have s4 := (out π ⟨hπ.le, le_rfl⟩).trans h.slope_pi
  have cc : Continuous (fun x : ℝ => cos (n * x)) := by fun_prop
  have split := intervalIntegral.integral_add_adjacent_intervals
    ((h.inner.continuousOn.mul cc.continuousOn).intervalIntegrable_of_Icc (μ := volume) hR.le)
    ((h.outer.continuousOn.mul cc.continuousOn).intervalIntegrable_of_Icc (μ := volume) hπ.le)
  have p1 := region_by_parts hR h.inner n
  have p2 := region_by_parts hπ h.outer n
  -- value and slope terms cancel at `R`; only the second derivatives survive
  simp only [boundaryTerm, s1, s2, mul_zero, Real.sin_zero, zero_mul] at p1
  simp only [boundaryTerm, s3, s4, mul_zero, Real.sin_nat_mul_pi, zero_mul] at p2
  simp only [Pi.mul_apply] at split
  rw [cosCoeff, ← split, curvatureJump]
  linear_combination p1 + p2
```

This is an identity for every n:

n³ ∫₀^π f cos(nx) dx − J sin(nR) = ∫₀^R f''' sin(nx) dx + ∫_R^π f''' sin(nx) dx

By hand, apply the previous formula with k = n to [0,R] and [R,π], and add. At 0 and π the sines vanish and f' = 0, so B is zero there. At R the inner region contributes B(R−) and the outer one −B(R+). The terms in f and f' cancel, which leaves

B(R−) − B(R+) = [f''(R+) − f''(R−)] sin(nR) = J sin(nR)

In Lean, `inn` and `out` identify the slope within each region with the slope within [0,π]. From them, `s2` and `s3` give the common slope at R, while `s1` and `s4` give the zero slopes at the ends. `split` joins the two integrals, and `linear_combination p1 + p2` adds the two formulas.

```lean
/-- Cubic Fourier asymptotics of value-slope matching: for a slope-matched function with
second-derivative jump `J` at `R`, `n³ ∫ f(x) cos(nx) dx - J sin(nR)` tends to zero. -/
theorem cubic_asymptotics {f : ℝ → ℝ} {R : ℝ} (h : SlopeMatched f R) :
    Tendsto (fun n : ℕ => (n : ℝ) ^ 3 * cosCoeff f n - curvatureJump f R * sin (n * R))
      atTop (𝓝 0) := by
  have t1 := sine_integral_tendsto_zero h.pos.le
    (h.inner.continuousOn_iteratedDerivWithin (m := 3) (by norm_num) (uniqueDiffOn_Icc h.pos))
  have t2 := sine_integral_tendsto_zero h.lt_pi.le
    (h.outer.continuousOn_iteratedDerivWithin (m := 3) (by norm_num) (uniqueDiffOn_Icc h.lt_pi))
  have t := t1.add t2
  rw [add_zero] at t
  exact t.congr fun n => (remainder_formula h n).symm
```

This is the main result:

n³ ∫₀^π f(x) cos(nx) dx − J sin(nR) → 0

Each f''' is continuous on its closed region, so both integrals in the remainder tend to zero by the Riemann–Lebesgue lemma. `t1` and `t2` are these two limits, and `t` is their sum.

## A bound, and when it improves

```lean
/-- The cosine integrals of a slope-matched function are bounded by a constant over `n³`
for all `n ≥ 1`. -/
theorem cubic_bound {f : ℝ → ℝ} {R : ℝ} (h : SlopeMatched f R) :
    ∃ C : ℝ, ∀ n : ℕ, 1 ≤ n → |cosCoeff f n| ≤ C / (n : ℝ) ^ 3 := by
  obtain ⟨M, hM⟩ := (cubic_asymptotics h).abs.bddAbove_range
  refine ⟨M + |curvatureJump f R|, fun n hn => ?_⟩
  have hn' : (0 : ℝ) < (n : ℝ) ^ 3 := pow_pos (by exact_mod_cast hn) 3
  have h1 : |(n : ℝ) ^ 3 * cosCoeff f n - curvatureJump f R * sin (n * R)| ≤ M :=
    hM (mem_range_self n)
  have h2 : |curvatureJump f R * sin (n * R)| ≤ |curvatureJump f R| := by
    rw [abs_mul]
    exact mul_le_of_le_one_right (abs_nonneg _) (Real.abs_sin_le_one _)
  have h3 := abs_add_le ((n : ℝ) ^ 3 * cosCoeff f n - curvatureJump f R * sin (n * R))
    (curvatureJump f R * sin (n * R))
  rw [sub_add_cancel, abs_mul, abs_of_pos hn'] at h3
  rw [le_div_iff₀ hn']
  linarith
```

There is a constant C, depending on f and R, such that |cosCoeff f n| ≤ C/n³ for all n ≥ 1. A convergent sequence is bounded, so the difference in the main result has absolute value at most some M. Since |J sin(nR)| ≤ |J|, the triangle inequality gives C = M + |J|. The theorem does not estimate M.

```lean
/-- For `0 < R < π` the oscillation `sin(nR)` does not die out as `n` grows. -/
theorem sin_not_tendsto_zero {R : ℝ} (h0 : 0 < R) (hπ : R < π) :
    ¬ Tendsto (fun n : ℕ => sin (n * R)) atTop (𝓝 0) := by
  intro h
  have hs : sin R ≠ 0 := (Real.sin_pos_of_pos_of_lt_pi h0 hπ).ne'
  -- by the addition theorem the cosines would die out as well
  have hc : Tendsto (fun n : ℕ => cos (n * R)) atTop (𝓝 0) := by
    have t := ((h.comp (tendsto_add_atTop_nat 1)).sub (h.mul_const (cos R))).div_const (sin R)
    simp only [zero_mul, sub_zero, zero_div] at t
    refine t.congr fun n => ?_
    simp only [Function.comp_apply, Nat.cast_add, Nat.cast_one, add_mul, one_mul, Real.sin_add]
    rw [div_eq_iff hs]
    ring
  have t := (h.pow 2).add (hc.pow 2)
  simp only [Real.sin_sq_add_cos_sq] at t
  have := tendsto_nhds_unique t tendsto_const_nhds
  norm_num at this
```

For 0 < R < π, sin(nR) does not tend to zero. Suppose it did. The addition theorem gives

cos(nR) = [sin((n+1)R) − sin(nR) cos R] / sin R

where sin R > 0, so cos(nR) would tend to zero as well. Then sin²(nR) + cos²(nR) = 1 would tend to 0, which is impossible. In the proof, `hc` is the limit of the cosines and the final `norm_num` rejects the equation between 0 and 1.

```lean
/-- Sharpness: the cosine integrals of a slope-matched function decay faster than `1/n³`
exactly when the second derivative is continuous across `R`. -/
theorem faster_than_cubic_iff {f : ℝ → ℝ} {R : ℝ} (h : SlopeMatched f R) :
    Tendsto (fun n : ℕ => (n : ℝ) ^ 3 * cosCoeff f n) atTop (𝓝 0) ↔
      curvatureJump f R = 0 := by
  have main := cubic_asymptotics h
  constructor
  · intro hz
    by_contra hJ
    apply sin_not_tendsto_zero h.pos h.lt_pi
    have t := (hz.sub main).div_const (curvatureJump f R)
    rw [sub_zero, zero_div] at t
    refine t.congr fun n => ?_
    rw [div_eq_iff hJ]
    ring
  · intro hJ
    simpa only [hJ, zero_mul, sub_zero] using main

end

end LAPWFourierDecay
```

The sign `↔` means "if and only if": n³ times the integral tends to zero exactly when J = 0. If J = 0, this is the main result. If the scaled integrals tend to zero, subtracting the main result shows that J sin(nR) → 0. For J ≠ 0 one could divide by J and contradict the previous theorem.

Single integrals may still vanish when J ≠ 0, as those with even n ≥ 2 do for the two parabolas. The theorem concerns the whole sequence. It takes J as given and does not compute it from a radial Schrödinger equation, and it says nothing about three-dimensional spheres or the convergence of total energies.

```lean
#print axioms LAPWFourierDecay.cubic_asymptotics
#print axioms LAPWFourierDecay.cubic_bound
#print axioms LAPWFourierDecay.faster_than_cubic_iff
```

```
'LAPWFourierDecay.cubic_asymptotics' depends on axioms: [propext, Classical.choice, Quot.sound]
'LAPWFourierDecay.cubic_bound' depends on axioms: [propext, Classical.choice, Quot.sound]
'LAPWFourierDecay.faster_than_cubic_iff' depends on axioms: [propext, Classical.choice, Quot.sound]
```
